# Bare Coulomb exchange in graphene: the shells 2k ≤ q ≤ Λ shift the velocity by a fraction (α/4) ln(Λ/k), to within 3α

An electron in neutral graphene has momentum k, measured from the Dirac point, and exchanges with the filled lower-band states of its own spin and valley. Take just two of these states, at momenta of magnitude q > k, one parallel and one antiparallel to k. Exchange with a filled state lowers the energy by the Coulomb potential times (1 − cos θ)/2 for an electron in the upper band and (1 + cos θ)/2 for one in the lower band, where θ is the angle between the two momenta. Half the difference between the upper-band and lower-band energies, which shifts the velocity, therefore carries the factor cos θ/2. Up to a common factor, the two states enter it with the inverse distances 1/(q − k) and 1/(q + k) and with opposite signs:

1/(q − k) − 1/(q + k) = 2k/(q² − k²) ≈ 2k/q².

The leading 1/q cancels. With the planar measure q dq, what is left is proportional to k dq/q, and its integral is a logarithm.

## The kernel and its dipole term

Now let q take all directions, and set r = k/q. The angular kernel is

K(r) = ∫₀^{2π} cos θ / √(1 + r² − 2r cos θ) dθ,

and it satisfies

|K(r) − πr| ≤ 16πr² for 0 ≤ r ≤ 1/2.

Hence K(r)/r → π as r → 0+. Set ħ = 1 and use Gaussian units. Let v be the bare velocity and α = e²/v the graphene coupling (not the fine-structure constant of the vacuum). Let E be half the difference between the upper-band and lower-band exchange energies from the shells 2k ≤ q ≤ Λ, where Λ is the momentum cutoff. Then

|E/(vk) − (α/4) ln(Λ/k)| ≤ 3α.

## The logarithm on a radial grid

A Hartree–Fock code for the Dirac cone with unscreened Coulomb interaction meets this kernel in its radial sum if it works in polar coordinates and does the angular integral first. With t = ln q as the grid variable, a step dt adds

(α/4π) · K(r)/r · dt

to E/(vk). Far above k the integrand is flat at α/4, so each doubling of q adds about 0.17α. If the numerical sum stops at some Q ≥ 2k, the shells from Q to Λ can be replaced by (α/4) ln(Λ/Q). Integrating the kernel bound over them limits the error to 4αk/Q. The actual error falls faster, as (k/Q)², because K is odd in r and has no r² term.

## From the inverse distance to the logarithm

Write c = cos θ and s = √(1 + r² − 2rc), with 0 ≤ r ≤ 1/2. Since c ≤ 1, s² ≥ (1 − r)² ≥ 1/4, so s ≥ 1/2. Expanding the product gives

1 − (1 + rc)²s² = r²[3c² − 1 − 2rc(1 − c²) − r²c²].

The bracket is at most 4 in magnitude. The left side factors as (1 − (1 + rc)s)(1 + (1 + rc)s), and the second factor is at least 1, so |1 − (1 + rc)s| ≤ 4r². Dividing by s ≥ 1/2,

|1/s − (1 + rc)| ≤ 8r².

Multiply by cos θ and integrate. The monopole term ∫ cos θ dθ vanishes, the dipole term r ∫ cos² θ dθ equals πr, and the error is at most 2π · 8r² = 16πr². Dividing by r > 0 gives |K(r)/r − π| ≤ 16πr, which tends to zero.

The energy E integrates the potential 2πe²/|k − q|, where k and q stand for the vectors, times the chirality factor cos θ/2 over q dq dθ/(2π)². Because |k − q| = q √(1 + r² − 2r cos θ), the factors of q cancel:

E = (e²/4π) ∫_{2k}^{Λ} K(k/q) dq.

The dipole term integrates to

∫_{2k}^{Λ} πk/q dq = πk ln(Λ/2k),

and the remainder is bounded by

∫_{2k}^{Λ} 16πk²/q² dq = 16πk²(1/(2k) − 1/Λ) ≤ 8πk.

With e² = αv, division by vk multiplies the integral of K by α/(4πk). This gives (α/4) ln(Λ/2k) with an error of at most 2α. Replacing ln(Λ/2k) by ln(Λ/k) costs (α/4) ln 2 ≤ α, for a total of at most 3α. Dividing by ln(Λ/k), which grows without limit as k → 0+ at fixed Λ, leaves the coefficient α/4.

## The Lean definitions and proof

`exchangeKernel` is K, and `exchangeEnergy e2 k Λ` is E, with `e2` standing for e². All arguments are real numbers; `k` and `q` are magnitudes, and `log` is the natural logarithm. The filter `𝓝[>] 0` expresses the approach to zero from above.

`sq_dist_lower` and `inv_dist_expansion` carry out the expansion, with `nlinarith` settling the polynomial inequalities. `exchangeKernel_bound` integrates it over the angle, and `exchangeKernel_limit` squeezes the difference from π to zero. `exchangeKernel_continuousOn` establishes the continuity that makes the radial integrand integrable; it clamps r to [0, 1/2], where the distance stays positive. `exchangeEnergy_eq` does the rescaling by q, and `shell_integral_bound` integrates the dipole term and the remainder. `velocity_logarithm` collects the constants, and `velocity_log_coefficient` takes the limit in k.

```lean
import Mathlib

open Real Filter Topology

namespace GrapheneExchange

noncomputable section

/-- The angular exchange kernel of graphene at momentum ratio `r = k/q`, for `0 ≤ r < 1`: the
chirality factor `cos θ` times the inverse distance of the two momenta in units of `q`, integrated
over the angle. -/
def exchangeKernel (r : ℝ) : ℝ :=
  ∫ θ in (0 : ℝ)..(2 * π), cos θ / √(1 + r ^ 2 - 2 * r * cos θ)

/-- Half the difference between the upper-band and lower-band exchange energies at momentum `k > 0`,
from the shells `2k ≤ q ≤ Λ`: the Coulomb potential `2π e²/|k - q|` times the chirality factor
`cos θ / 2`, integrated over `d²q/(2π)²`. -/
def exchangeEnergy (e2 k Λ : ℝ) : ℝ :=
  ∫ q in (2 * k)..Λ, q / (2 * π) ^ 2 *
    ∫ θ in (0 : ℝ)..(2 * π),
      2 * π * e2 / √(k ^ 2 + q ^ 2 - 2 * k * q * cos θ) * (cos θ / 2)

/-- For `0 ≤ r ≤ 1/2` the squared distance between a unit vector and a vector of length `r`
is at least `1/4`. -/
theorem sq_dist_lower {r c : ℝ} (h0 : 0 ≤ r) (h1 : r ≤ 1 / 2) (hc : c ≤ 1) :
    1 / 4 ≤ 1 + r ^ 2 - 2 * r * c := by
  nlinarith [mul_nonneg h0 (sub_nonneg.2 hc),
    mul_nonneg (sub_nonneg.2 h1) (show 0 ≤ 3 / 2 - r by linarith)]

/-- Multipole expansion of the Coulomb potential: for `0 ≤ r ≤ 1/2` and `c = cos θ` in `[-1, 1]`,
the inverse distance is `1 + r c` up to an error of at most `8 r²`. -/
theorem inv_dist_expansion {r c : ℝ} (h0 : 0 ≤ r) (h1 : r ≤ 1 / 2) (hc : -1 ≤ c)
    (hc' : c ≤ 1) : |1 / √(1 + r ^ 2 - 2 * r * c) - (1 + r * c)| ≤ 8 * r ^ 2 := by
  have hD := sq_dist_lower h0 h1 hc'
  obtain ⟨s, hs⟩ : ∃ s, s = √(1 + r ^ 2 - 2 * r * c) := ⟨_, rfl⟩
  have hs2 : s ^ 2 = 1 + r ^ 2 - 2 * r * c := by rw [hs]; exact Real.sq_sqrt (by linarith)
  have hs1 : 1 / 2 ≤ s := by
    rw [hs]; exact (Real.le_sqrt' (by norm_num)).2 (by linarith)
  rw [← hs]
  have hspos : 0 < s := by linarith
  have hrc : 0 ≤ 1 + r * c := by nlinarith
  have hp : 0 ≤ (1 + r * c) * s := mul_nonneg hrc hspos.le
  have hcc : 0 ≤ 1 - c ^ 2 := by nlinarith
  have ht : c * (1 - c ^ 2) ≤ 1 := by
    nlinarith [mul_nonneg (sub_nonneg.2 hc') hcc, sq_nonneg c]
  have ht' : -1 ≤ c * (1 - c ^ 2) := by
    nlinarith [mul_nonneg (show 0 ≤ 1 + c by linarith) hcc, sq_nonneg c]
  have hrt : r * (c * (1 - c ^ 2)) ≤ 1 / 2 := by nlinarith
  have hrt' : -(1 / 2) ≤ r * (c * (1 - c ^ 2)) := by nlinarith
  have hr2 : r ^ 2 ≤ 1 := by nlinarith
  have hrc2 : r ^ 2 * c ^ 2 ≤ 1 := by nlinarith [mul_nonneg (sq_nonneg r) hcc]
  have hrc2' : 0 ≤ r ^ 2 * c ^ 2 := by positivity
  -- the squares agree to second order in `r`
  have e : 1 - ((1 + r * c) * s) ^ 2 =
      r ^ 2 * (3 * c ^ 2 - 1 - 2 * (r * (c * (1 - c ^ 2))) - r ^ 2 * c ^ 2) := by
    rw [mul_pow, hs2]; ring
  have hB : |3 * c ^ 2 - 1 - 2 * (r * (c * (1 - c ^ 2))) - r ^ 2 * c ^ 2| ≤ 4 :=
    abs_le.2 ⟨by linarith [sq_nonneg c], by linarith⟩
  have hsq : |1 - ((1 + r * c) * s) ^ 2| ≤ 4 * r ^ 2 := by
    rw [e, abs_mul, abs_of_nonneg (sq_nonneg r)]
    nlinarith [mul_le_mul_of_nonneg_left hB (sq_nonneg r)]
  have hfac : |1 - ((1 + r * c) * s) ^ 2| =
      |1 - (1 + r * c) * s| * (1 + (1 + r * c) * s) := by
    rw [← abs_of_nonneg (show 0 ≤ 1 + (1 + r * c) * s by linarith), ← abs_mul]
    congr 1; ring
  have hlin : |1 - (1 + r * c) * s| ≤ 4 * r ^ 2 := by
    nlinarith [mul_nonneg (abs_nonneg (1 - (1 + r * c) * s)) hp]
  have hdiv : 1 / s - (1 + r * c) = (1 - (1 + r * c) * s) / s := by
    rw [sub_div, mul_div_cancel_right₀ _ hspos.ne']
  rw [hdiv, abs_div, abs_of_pos hspos, div_le_iff₀ hspos]
  nlinarith [mul_nonneg (sq_nonneg r) (sub_nonneg.2 hs1)]

/-- For `0 ≤ r ≤ 1/2` the exchange kernel equals its dipole term `π r` up to an error of at
most `16 π r²`. -/
theorem exchangeKernel_bound {r : ℝ} (h0 : 0 ≤ r) (h1 : r ≤ 1 / 2) :
    |exchangeKernel r - π * r| ≤ 16 * π * r ^ 2 := by
  -- the monopole term integrates to zero, the dipole term to `π r`
  have base : ∫ θ in (0 : ℝ)..(2 * π), (cos θ + r * cos θ ^ 2) = π * r := by
    rw [intervalIntegral.integral_add (Continuous.intervalIntegrable (by fun_prop) _ _)
      (Continuous.intervalIntegrable (by fun_prop) _ _),
      intervalIntegral.integral_const_mul, integral_cos, integral_cos_sq,
      Real.sin_two_pi, Real.sin_zero]
    ring
  have hc : Continuous fun θ : ℝ => cos θ / √(1 + r ^ 2 - 2 * r * cos θ) :=
    Continuous.div (by fun_prop) (by fun_prop) fun θ =>
      (Real.sqrt_pos.2 (by linarith [sq_dist_lower h0 h1 (cos_le_one θ)])).ne'
  rw [← base, exchangeKernel, ← intervalIntegral.integral_sub (hc.intervalIntegrable _ _)
    (Continuous.intervalIntegrable (by fun_prop) _ _), ← Real.norm_eq_abs]
  refine (intervalIntegral.norm_integral_le_of_norm_le_const (C := 8 * r ^ 2)
    fun θ _ => ?_).trans (le_of_eq ?_)
  · have e : cos θ / √(1 + r ^ 2 - 2 * r * cos θ) - (cos θ + r * cos θ ^ 2) =
        cos θ * (1 / √(1 + r ^ 2 - 2 * r * cos θ) - (1 + r * cos θ)) := by ring
    rw [e, Real.norm_eq_abs, abs_mul]
    exact (mul_le_of_le_one_left (abs_nonneg _) (abs_cos_le_one θ)).trans
      (inv_dist_expansion h0 h1 (neg_one_le_cos θ) (cos_le_one θ))
  · rw [sub_zero, abs_of_pos Real.two_pi_pos]; ring

/-- The exchange kernel divided by `r = k/q` tends to `π` as `r` tends to zero from above. -/
theorem exchangeKernel_limit :
    Tendsto (fun r => 1 / r * exchangeKernel r) (𝓝[>] 0) (𝓝 π) := by
  rw [← tendsto_sub_nhds_zero_iff]
  have hlim : Tendsto (fun r : ℝ => 16 * π * r) (𝓝[>] 0) (𝓝 0) := by
    have h : Continuous fun r : ℝ => 16 * π * r := by fun_prop
    simpa using (h.tendsto 0).mono_left nhdsWithin_le_nhds
  refine squeeze_zero_norm' ?_ hlim
  filter_upwards [Ioo_mem_nhdsGT (show (0 : ℝ) < 1 / 2 by norm_num)] with r hr
  have e : 1 / r * exchangeKernel r - π = (exchangeKernel r - π * r) / r := by
    rw [sub_div, mul_div_cancel_right₀ _ hr.1.ne']; ring
  rw [e, Real.norm_eq_abs, abs_div, abs_of_pos hr.1, div_le_iff₀ hr.1]
  linarith [exchangeKernel_bound hr.1.le hr.2.le]

/-- The exchange kernel depends continuously on the momentum ratio for `0 ≤ r ≤ 1/2`. -/
theorem exchangeKernel_continuousOn : ContinuousOn exchangeKernel (Set.Icc 0 (1 / 2)) := by
  -- clamp the ratio to `[0, 1/2]`, where the distance never vanishes
  have hf : Continuous fun p : ℝ × ℝ => cos p.2 /
      √(1 + (max 0 (min p.1 (1 / 2))) ^ 2 - 2 * (max 0 (min p.1 (1 / 2))) * cos p.2) :=
    Continuous.div (by fun_prop) (by fun_prop) fun p =>
      (Real.sqrt_pos.2 (by
        linarith [sq_dist_lower (le_max_left 0 (min p.1 (1 / 2)))
          (max_le (by norm_num) (min_le_right _ _)) (cos_le_one p.2)])).ne'
  have hK := intervalIntegral.continuous_parametric_intervalIntegral_of_continuous'
    (μ := MeasureTheory.volume) (f := fun r θ : ℝ => cos θ /
      √(1 + (max 0 (min r (1 / 2))) ^ 2 - 2 * (max 0 (min r (1 / 2))) * cos θ)) hf 0 (2 * π)
  refine hK.continuousOn.congr fun r hr => ?_
  simp only [exchangeKernel, min_eq_left hr.2, max_eq_right hr.1]

/-- For `0 < k` and `2k ≤ Λ` `exchangeEnergy` is `e²/(4π)` times the integral of the exchange kernel
at ratio `k/q` over the shells. -/
theorem exchangeEnergy_eq {k Λ : ℝ} (e2 : ℝ) (hk : 0 < k) (hΛ : 2 * k ≤ Λ) :
    exchangeEnergy e2 k Λ = e2 / (4 * π) * ∫ q in (2 * k)..Λ, exchangeKernel (k / q) := by
  unfold exchangeEnergy exchangeKernel
  rw [← intervalIntegral.integral_const_mul]
  refine intervalIntegral.integral_congr fun q hq => ?_
  rw [Set.uIcc_of_le hΛ] at hq
  have hq0 : 0 < q := by linarith [hq.1]
  have hr : k / q ≤ 1 / 2 := by rw [div_le_iff₀ hq0]; linarith [hq.1]
  rw [← intervalIntegral.integral_const_mul, ← intervalIntegral.integral_const_mul]
  refine intervalIntegral.integral_congr fun θ _ => ?_
  -- measure the distance in units of `q`
  have e : k ^ 2 + q ^ 2 - 2 * k * q * cos θ =
      q ^ 2 * (1 + (k / q) ^ 2 - 2 * (k / q) * cos θ) := by
    have h : k = k / q * q := (div_mul_cancel₀ k hq0.ne').symm
    generalize k / q = r at h ⊢
    rw [h]; ring
  have hS : √(1 + (k / q) ^ 2 - 2 * (k / q) * cos θ) ≠ 0 :=
    (Real.sqrt_pos.2 (by
      linarith [sq_dist_lower (div_pos hk hq0).le hr (cos_le_one θ)])).ne'
  rw [e, Real.sqrt_mul (sq_nonneg q), Real.sqrt_sq hq0.le]
  generalize √(1 + (k / q) ^ 2 - 2 * (k / q) * cos θ) = S at hS ⊢
  have hπ := Real.pi_ne_zero
  have hq' := hq0.ne'
  field_simp
  ring

/-- For `0 < k` and `2k ≤ Λ` the kernel summed over the shells is `π k ln(Λ/2k)` up to an error
of at most `8 π k`, whatever the cutoff. -/
theorem shell_integral_bound {k Λ : ℝ} (hk : 0 < k) (hΛ : 2 * k ≤ Λ) :
    |(∫ q in (2 * k)..Λ, exchangeKernel (k / q)) - π * k * log (Λ / (2 * k))| ≤
      8 * π * k := by
  have h2k : 0 < 2 * k := by linarith
  have hΛ0 : 0 < Λ := by linarith
  have hpos : ∀ q ∈ Set.uIcc (2 * k) Λ, 0 < q := fun q hq => by
    rw [Set.uIcc_of_le hΛ] at hq; linarith [hq.1]
  have hratio : ∀ q, 2 * k ≤ q → k / q ∈ Set.Icc (0 : ℝ) (1 / 2) := fun q hq => by
    have hq0 : 0 < q := by linarith
    exact ⟨(div_pos hk hq0).le, by rw [div_le_iff₀ hq0]; linarith⟩
  have hK : IntervalIntegrable (fun q => exchangeKernel (k / q)) MeasureTheory.volume
      (2 * k) Λ := by
    refine ContinuousOn.intervalIntegrable (exchangeKernel_continuousOn.comp
      (continuousOn_const.div continuousOn_id fun q hq => (hpos q hq).ne') fun q hq => ?_)
    rw [Set.uIcc_of_le hΛ] at hq
    exact hratio q hq.1
  have hI : IntervalIntegrable (fun q : ℝ => π * k * q⁻¹) MeasureTheory.volume (2 * k) Λ :=
    ContinuousOn.intervalIntegrable (continuousOn_const.mul
      (continuousOn_id.inv₀ fun q hq => (hpos q hq).ne'))
  have hg : IntervalIntegrable (fun q : ℝ => 16 * π * k ^ 2 * (q ^ 2)⁻¹)
      MeasureTheory.volume (2 * k) Λ :=
    ContinuousOn.intervalIntegrable (continuousOn_const.mul
      ((continuousOn_id.pow 2).inv₀ fun q hq => (pow_pos (hpos q hq) 2).ne'))
  -- the remainder decays as `1/q²` and is integrable up to infinite cutoff
  have hgi : ∫ q in (2 * k)..Λ, 16 * π * k ^ 2 * (q ^ 2)⁻¹ =
      -(16 * π * k ^ 2) * Λ⁻¹ - -(16 * π * k ^ 2) * (2 * k)⁻¹ :=
    intervalIntegral.integral_eq_sub_of_hasDerivAt
      (f := fun q : ℝ => -(16 * π * k ^ 2) * q⁻¹)
      (fun q hq => ((hasDerivAt_inv (hpos q hq).ne').const_mul
        (-(16 * π * k ^ 2))).congr_deriv (by ring)) hg
  rw [← integral_inv_of_pos h2k hΛ0, ← intervalIntegral.integral_const_mul,
    ← intervalIntegral.integral_sub hK hI, ← Real.norm_eq_abs]
  refine (intervalIntegral.norm_integral_le_of_norm_le hΛ
    (Eventually.of_forall fun q hq => ?_) hg).trans ?_
  · have h := hratio q hq.1.le
    have hb := exchangeKernel_bound h.1 h.2
    rw [Real.norm_eq_abs]
    convert hb using 1
    · congr 1; ring
    · ring
  · have h1 : 16 * π * k ^ 2 * (2 * k)⁻¹ = 8 * π * k := by
      rw [← div_eq_mul_inv, div_eq_iff h2k.ne']; ring
    have h2 : 0 ≤ 16 * π * k ^ 2 * Λ⁻¹ := by positivity
    rw [hgi]; linarith

/-- The velocity logarithm of graphene: with `e² = α v`, `α ≥ 0`, `v > 0`, `0 < k` and `2k ≤ Λ`,
`exchangeEnergy` divided by `v k` is `(α/4) ln(Λ/k)` up to an error of at most `3 α`. -/
theorem velocity_logarithm {α v k Λ : ℝ} (hα : 0 ≤ α) (hv : 0 < v) (hk : 0 < k)
    (hΛ : 2 * k ≤ Λ) :
    |exchangeEnergy (α * v) k Λ / (v * k) - α / 4 * log (Λ / k)| ≤ 3 * α := by
  have hb := shell_integral_bound hk hΛ
  have hΛ0 : 0 < Λ := by linarith
  have hlog : log (Λ / k) = log (Λ / (2 * k)) + log 2 := by
    rw [← Real.log_mul (by positivity) (by norm_num)]
    congr 1
    field_simp
  rw [exchangeEnergy_eq _ hk hΛ, hlog]
  generalize (∫ q in (2 * k)..Λ, exchangeKernel (k / q)) = I at hb ⊢
  generalize log (Λ / (2 * k)) = L at hb ⊢
  have hπ := Real.pi_pos
  have e : α * v / (4 * π) * I / (v * k) - α / 4 * (L + log 2) =
      α / (4 * π * k) * (I - π * k * L) - α / 4 * log 2 := by
    field_simp
    ring
  have hA : |α / (4 * π * k) * (I - π * k * L)| ≤ 2 * α := by
    rw [abs_mul, abs_of_nonneg (show 0 ≤ α / (4 * π * k) by positivity)]
    refine (mul_le_mul_of_nonneg_left hb (by positivity)).trans (le_of_eq ?_)
    rw [div_mul_eq_mul_div, div_eq_iff (by positivity)]; ring
  have hl0 : 0 ≤ α * log 2 := mul_nonneg hα (Real.log_nonneg (by norm_num))
  have hl1 : α * log 2 ≤ α * 1 :=
    mul_le_mul_of_nonneg_left (by linarith [Real.log_two_lt_d9]) hα
  rw [e]
  rw [abs_le] at hA ⊢
  constructor <;> linarith [hA.1, hA.2]

/-- At fixed cutoff `Λ > 0`, with `e² = α v`, `α ≥ 0` and `v > 0`, `exchangeEnergy` divided by
`v k ln(Λ/k)` tends to `α/4` as `k` tends to zero from above. -/
theorem velocity_log_coefficient {α v Λ : ℝ} (hα : 0 ≤ α) (hv : 0 < v) (hΛ : 0 < Λ) :
    Tendsto (fun k => exchangeEnergy (α * v) k Λ / (v * k) / log (Λ / k))
      (𝓝[>] 0) (𝓝 (α / 4)) := by
  have hL : Tendsto (fun k : ℝ => log (Λ / k)) (𝓝[>] 0) atTop := by
    simp only [div_eq_mul_inv]
    exact Real.tendsto_log_atTop.comp (tendsto_inv_nhdsGT_zero.const_mul_atTop hΛ)
  rw [← tendsto_sub_nhds_zero_iff]
  refine squeeze_zero_norm' ?_ (hL.const_div_atTop (3 * α))
  filter_upwards [Ioo_mem_nhdsGT (half_pos hΛ), hL.eventually_gt_atTop 0] with k hk hpos
  have e : exchangeEnergy (α * v) k Λ / (v * k) / log (Λ / k) - α / 4 =
      (exchangeEnergy (α * v) k Λ / (v * k) - α / 4 * log (Λ / k)) / log (Λ / k) := by
    rw [sub_div _ (α / 4 * log (Λ / k)), mul_div_cancel_right₀ _ hpos.ne']
  rw [e, Real.norm_eq_abs, abs_div, abs_of_pos hpos]
  exact div_le_div_of_nonneg_right
    (velocity_logarithm hα hv hk.1 (by linarith [hk.2])) hpos.le

end

end GrapheneExchange
```

```lean
#print axioms GrapheneExchange.exchangeKernel_limit
-- 'GrapheneExchange.exchangeKernel_limit' depends on axioms: [propext, Classical.choice, Quot.sound]
#print axioms GrapheneExchange.velocity_logarithm
-- 'GrapheneExchange.velocity_logarithm' depends on axioms: [propext, Classical.choice, Quot.sound]
#print axioms GrapheneExchange.velocity_log_coefficient
-- 'GrapheneExchange.velocity_log_coefficient' depends on axioms: [propext, Classical.choice, Quot.sound]
```

## A uniform remainder, and the inner disc left out

`velocity_logarithm` holds for every α ≥ 0, v > 0, k > 0 and Λ ≥ 2k, including Λ = 2k, where E = 0. The constant 3α does not grow with the cutoff, but it is generous: the logarithmic term exceeds it only when ln(Λ/k) > 12. The actual difference is at most (α/4) ln 2 ≈ 0.17α. Starting the shells at 2k instead of k costs this much, and the terms of K beyond πr, which are positive, give back only a small part of it. This sharper value is not proved in the Lean code. `velocity_log_coefficient` fixes the coefficient α/4 at any fixed Λ > 0.

The model is first-order exchange with a bare, static Coulomb potential and a perfectly linear cone at neutrality and zero temperature. Screening and higher orders in α are absent. "Velocity shift" means the relative shift E/(vk), not the derivative of E with respect to k.

E leaves out the part of the exchange energy that is common to both bands and moves them together. The step from E to the same half-difference for all filled states up to Λ is the addition of the disc q < 2k. The definition could have integrated over 0 ≤ q ≤ Λ from the start. The proof would then have to handle the logarithmic divergence of K at q = k, which is integrable. Substituting q = kx shows that the disc adds a constant multiple of α to E/(vk), independent of k and Λ, so the remainder would change and the coefficient α/4 would not; this scaling argument is informal and has no theorem behind it here.
